# Fourier modes diagonalise the harmonic ring-polymer Hessian

Take two beads of unit mass, each in a harmonic well of frequency $\omega$, and close them into a ring with springs of frequency $c$. Each bead is the other's neighbour on both sides, so two springs join them and the matrix of second derivatives of the energy is

$$M=\begin{pmatrix}\omega^2+2c^2&-2c^2\\-2c^2&\omega^2+2c^2\end{pmatrix}.$$

If the beads move together, as $(1,1)$, no spring stretches and the eigenvalue is $\omega^2$. If they move oppositely, as $(1,-1)$, both springs stretch and the eigenvalue is $\omega^2+4c^2$. The determinant is the product $\omega^2(\omega^2+4c^2)$.

For $N\ge1$ beads the two signs become $N$ phase patterns $e^{2\pi\mathrm i jk/N}$, with eigenvalues $\omega^2+4c^2\sin^2(k\pi/N)$. In path-integral simulation these are the normal modes of the ring polymer of one particle in one dimension, when the external potential is harmonic.

Beads are labelled by `ZMod N`, the integers modulo $N$, so that $j+1$ and $j-1$ wrap around the ring. The assumption `NeZero N` says that there is at least one bead.

In Lean 4 with Mathlib:

```lean
import Mathlib

open Matrix
open scoped Real

namespace RingPolymer

noncomputable section

variable {N : ℕ} [NeZero N]
```

## Energy, matrix and modes

With unit mass and real bead positions $q_j$, the potential energy is

$$V(q)=\sum_j\left[\tfrac12\omega^2q_j^2+\tfrac12c^2(q_{j+1}-q_j)^2\right].$$

Here $\omega$ and $c$ are arbitrary real parameters. For a quantum particle at temperature $T$, the springs come from discretising the imaginary-time path. With the energy written as above, $c=Nk_BT/\hbar$ and the bead positions have weight $e^{-V/(Nk_BT)}$, so the beads are sampled at temperature $NT$.

```lean
/-- Potential energy of a ring of beads, each in a harmonic well of frequency `ω` and joined to
the next bead by a spring of frequency `c` (unit mass). -/
def energy (ω c : ℝ) (q : ZMod N → ℝ) : ℝ :=
  ∑ j, (ω ^ 2 / 2 * q j ^ 2 + c ^ 2 / 2 * (q (j + 1) - q j) ^ 2)
```

Each bead feels its own well and two springs, which gives the matrix elements

$$M_{ij}=\omega^2\delta_{j,i}+c^2(2\delta_{j,i}-\delta_{j,i+1}-\delta_{j,i-1}).$$

The Kronecker deltas are added, so small rings need no separate treatment. For $N=2$ the two neighbour terms combine to $-2c^2$; for $N=1$ the spring terms cancel and $M=\omega^2$.

```lean
/-- The ring-polymer Hessian: `ω² + 2c²` from the bead itself and `-c²` from each of its two
neighbours, contributions adding up when these beads coincide. -/
def hessian (N : ℕ) (ω c : ℝ) : Matrix (ZMod N) (ZMod N) ℝ :=
  Matrix.of fun i j => ω ^ 2 * (if j = i then 1 else 0) +
    c ^ 2 * (2 * (if j = i then 1 else 0) - (if j = i + 1 then 1 else 0)
      - (if j = i - 1 then 1 else 0))
```

The candidate eigenvectors are $u^{(k)}_j=e^{2\pi\mathrm i jk/N}$, with one wavenumber $k$ for each element of `ZMod N`. In the code, `val` picks the representative between $0$ and $N-1$. These vectors are unnormalised; the unit vectors are $u^{(k)}/\sqrt N$.

```lean
/-- The `k`-th normal mode, with amplitude `exp(2πijk/N)` on bead `j`. -/
def mode (k : ZMod N) : ZMod N → ℂ := fun j =>
  Complex.exp (2 * π * Complex.I * ((j.val : ℂ) * (k.val : ℂ)) / N)
```

The corresponding eigenvalue, a squared frequency, is $\lambda_k=\omega^2+4c^2\sin^2(k\pi/N)$.

```lean
/-- The squared frequency `ω² + 4c² sin²(kπ/N)` of the `k`-th mode. -/
def modeEigenvalue (ω c : ℝ) (k : ZMod N) : ℝ :=
  ω ^ 2 + 4 * c ^ 2 * Real.sin (k.val * π / N) ^ 2
```

## From the matrix to the energy

Each delta in row $i$ selects one bead, so

$$(Mq)_i=\omega^2q_i+c^2(2q_i-q_{i+1}-q_{i-1}).$$

The proof writes $q_i$, $q_{i+1}$ and $q_{i-1}$ as sums against deltas, then compares the two sides term by term.

```lean
/-- The Hessian acts on real bead positions by
`(Mq)_j = ω² q_j + c² (2q_j - q_(j+1) - q_(j-1))`. -/
theorem hessian_mulVec (ω c : ℝ) (q : ZMod N → ℝ) (i : ZMod N) :
    (hessian N ω c *ᵥ q) i = ω ^ 2 * q i + c ^ 2 * (2 * q i - q (i + 1) - q (i - 1)) := by
  have h (a : ZMod N) : ∑ j, (if j = a then (1 : ℝ) else 0) * q j = q a := by simp
  rw [← h i, ← h (i + 1), ← h (i - 1)]
  simp only [Matrix.mulVec, dotProduct, hessian, Matrix.of_apply, Finset.mul_sum,
    ← Finset.sum_add_distrib, ← Finset.sum_sub_distrib]
  exact Finset.sum_congr rfl fun j _ => by ring
```

The modes are complex while $M$ is real. Mapping the entries of $M$ into the complex numbers gives the same formula for complex amplitudes.

```lean
/-- The Hessian acts by the same formula on complex bead amplitudes. -/
theorem hessian_mulVec_complex (ω c : ℝ) (q : ZMod N → ℂ) (i : ZMod N) :
    ((hessian N ω c).map Complex.ofReal *ᵥ q) i =
      (ω : ℂ) ^ 2 * q i + (c : ℂ) ^ 2 * (2 * q i - q (i + 1) - q (i - 1)) := by
  have h (a : ZMod N) : ∑ j, ((if j = a then (1 : ℝ) else 0 : ℝ) : ℂ) * q j = q a := by
    rw [Finset.sum_eq_single a (fun b _ hb => by simp [hb]) (by simp)]
    simp
  rw [← h i, ← h (i + 1), ← h (i - 1)]
  simp only [Matrix.mulVec, dotProduct, hessian, Matrix.map_apply, Matrix.of_apply,
    Finset.mul_sum, ← Finset.sum_add_distrib, ← Finset.sum_sub_distrib]
  exact Finset.sum_congr rfl fun j _ => by push_cast; ring
```

To connect $M$ with the energy, let $h$ be a second real bead vector and expand the product of differences:

$$\sum_j(h_{j+1}-h_j)(q_{j+1}-q_j)=\sum_j\left[h_{j+1}q_{j+1}-h_{j+1}q_j-h_jq_{j+1}+h_jq_j\right].$$

Relabelling beads by one step turns the first term into $h_jq_j$ and the second into $h_jq_{j-1}$. The sum is therefore $\sum_jh_j(2q_j-q_{j+1}-q_{j-1})$, and

$$h\cdot Mq=\omega^2\sum_jh_jq_j+c^2\sum_j(h_{j+1}-h_j)(q_{j+1}-q_j).$$

The two relabellings are `h1` and `h2`. A ring has no ends, so no boundary term appears.

```lean
/-- Summation by parts around the ring: the bilinear form of the Hessian is a well term plus a
term in the bead-to-bead differences. -/
theorem dotProduct_hessian (ω c : ℝ) (h q : ZMod N → ℝ) :
    h ⬝ᵥ (hessian N ω c *ᵥ q) =
      ω ^ 2 * ∑ j, h j * q j + c ^ 2 * ∑ j, (h (j + 1) - h j) * (q (j + 1) - q j) := by
  -- relabelling the beads by one step leaves sums over the ring unchanged
  have h1 : ∑ j, h (j + 1) * q (j + 1) = ∑ j, h j * q j :=
    Equiv.sum_comp (Equiv.addRight (1 : ZMod N)) (fun j => h j * q j)
  have h2 : ∑ j, h (j + 1) * q j = ∑ j, h j * q (j - 1) := by
    have := Equiv.sum_comp (Equiv.addRight (1 : ZMod N)) (fun j => h j * q (j - 1))
    simp only [Equiv.coe_addRight, add_sub_cancel_right] at this
    exact this
  have hl : h ⬝ᵥ (hessian N ω c *ᵥ q) = ω ^ 2 * ∑ j, h j * q j +
      c ^ 2 * (2 * ∑ j, h j * q j - ∑ j, h j * q (j + 1) - ∑ j, h j * q (j - 1)) := by
    simp only [dotProduct, hessian_mulVec, Finset.mul_sum, ← Finset.sum_add_distrib,
      ← Finset.sum_sub_distrib]
    exact Finset.sum_congr rfl fun j _ => by ring
  have hr : ∑ j, (h (j + 1) - h j) * (q (j + 1) - q j) = ∑ j, h (j + 1) * q (j + 1) -
      ∑ j, h (j + 1) * q j - ∑ j, h j * q (j + 1) + ∑ j, h j * q j := by
    simp only [← Finset.sum_add_distrib, ← Finset.sum_sub_distrib]
    exact Finset.sum_congr rfl fun j _ => by ring
  rw [hl, hr, h1, h2]
  ring
```

Now displace the beads from $q$ to $q+h$. Every term of $V$ is half a square, and $\tfrac12(a+b)^2=\tfrac12a^2+ab+\tfrac12b^2$. Applying this to each well and each spring, and collecting terms with the bilinear form above, gives

$$V(q+h)=V(q)+h\cdot Mq+\tfrac12h\cdot Mh.$$

The bilinear form is symmetric in $h$ and $q$, so $M$ is the Hessian of $V$. The theorem states this as an exact expansion, without using derivatives.

```lean
/-- Displacing the beads from `q` by `h` changes the energy by the linear term `h·Mq` and the
quadratic term `h·Mh/2`, exactly. -/
theorem energy_expansion (ω c : ℝ) (q h : ZMod N → ℝ) :
    energy ω c (q + h) = energy ω c q + h ⬝ᵥ (hessian N ω c *ᵥ q) +
      1 / 2 * (h ⬝ᵥ (hessian N ω c *ᵥ h)) := by
  rw [dotProduct_hessian, dotProduct_hessian]
  simp only [energy, Pi.add_apply, mul_add, Finset.mul_sum, ← Finset.sum_add_distrib]
  exact Finset.sum_congr rfl fun j _ => by ring
```

## Orthogonal phase patterns

Write $\chi(m)=e^{2\pi\mathrm i m/N}$. Adding $N$ to $m$ leaves $\chi(m)$ unchanged, so $\chi$ is a function on the ring, and $\chi(m+n)=\chi(m)\chi(n)$. The mode is $u^{(k)}_j=\chi(jk)$. In Mathlib $\chi$ is `ZMod.stdAddChar`, and the next lemma makes the identification.

```lean
/-- The mode amplitude is the standard additive character of the ring evaluated at `jk`. -/
theorem mode_eq_char (k j : ZMod N) : mode k j = ZMod.stdAddChar (j * k) := by
  have h := ZMod.stdAddChar_coe (N := N) ((j.val * k.val : ℕ) : ℤ)
  have e : (((j.val * k.val : ℕ) : ℤ) : ZMod N) = j * k := by
    rw [Int.cast_natCast, Nat.cast_mul, ZMod.natCast_zmod_val, ZMod.natCast_zmod_val]
  rw [e] at h
  simp only [mode, h, Int.cast_natCast, Nat.cast_mul, Int.cast_mul]
```

Complex conjugation reverses the phase, so the overlap of two modes is

$$\sum_j\overline{u^{(k)}_j}\,u^{(l)}_j=\sum_j\chi\big(j(l-k)\big)=:S.$$

If $k=l$, all $N$ terms are $1$ and $S=N$. If $k\ne l$, put $r=\chi(l-k)\ne1$. Multiplying by $r$ only shifts the summation index around the ring, so $rS=S$ and hence $S=0$. The proof obtains this character sum as `hsum` and evaluates it with Mathlib's `AddChar.sum_mulShift`.

```lean
/-- Distinct normal modes are orthogonal, and each has squared norm `N`. -/
theorem mode_orthogonal (k l : ZMod N) :
    star (mode k) ⬝ᵥ mode l = if k = l then (N : ℂ) else 0 := by
  have hstar (j : ZMod N) : star (mode k j) = ZMod.stdAddChar (-(j * k)) := by
    rw [AddChar.map_neg_eq_inv, ← mode_eq_char]
    simp only [mode]
    rw [← Complex.exp_neg, Complex.star_def, ← Complex.exp_conj]
    congr 1
    simp only [map_div₀, map_mul, Complex.conj_I, Complex.conj_ofReal, map_natCast, map_ofNat]
    ring
  -- the overlap is a character sum at the wavenumber difference
  have hsum : star (mode k) ⬝ᵥ mode l = ∑ j : ZMod N, ZMod.stdAddChar (j * (l - k)) := by
    simp only [dotProduct, Pi.star_apply]
    refine Finset.sum_congr rfl fun j _ => ?_
    rw [hstar, mode_eq_char, ← AddChar.map_add_eq_mul]
    congr 1
    ring
  rw [hsum, AddChar.sum_mulShift _ (ZMod.isPrimitive_stdAddChar N)]
  by_cases h : k = l
  · subst h
    simp [ZMod.card]
  · have h' : l - k ≠ 0 := fun e => h (sub_eq_zero.mp e).symm
    simp [h, h']
```

## The eigenvalues

Let $\theta=k\pi/N$, so that $\chi(k)=e^{2\mathrm i\theta}$. Stepping to a neighbour multiplies the mode by a phase, $u^{(k)}_{j\pm1}=e^{\pm2\mathrm i\theta}u^{(k)}_j$. Therefore

$$(Mu^{(k)})_j=\left[\omega^2+c^2\left(2-e^{2\mathrm i\theta}-e^{-2\mathrm i\theta}\right)\right]u^{(k)}_j,$$

$$2-e^{2\mathrm i\theta}-e^{-2\mathrm i\theta}=-(e^{\mathrm i\theta}-e^{-\mathrm i\theta})^2=4\sin^2\theta.$$

The bracket is $\lambda_k$. In the proof, `h1` and `h2` are the neighbour phases and `hs` is the half-angle identity. Since $u^{(k)}$ has squared norm $N$, it is nonzero and is a genuine eigenvector.

```lean
/-- Each mode `exp(2πijk/N)` is an eigenvector of the Hessian with eigenvalue
`ω² + 4c² sin²(kπ/N)`. -/
theorem hessian_mulVec_mode (ω c : ℝ) (k : ZMod N) :
    (hessian N ω c).map Complex.ofReal *ᵥ mode k =
      ((modeEigenvalue ω c k : ℝ) : ℂ) • mode k := by
  have hk : ZMod.stdAddChar k =
      Complex.exp (((k.val * π / N : ℝ) : ℂ) * Complex.I) ^ 2 := by
    have h := ZMod.stdAddChar_coe (N := N) (k.val : ℤ)
    rw [Int.cast_natCast, ZMod.natCast_zmod_val] at h
    rw [h, ← Complex.exp_nat_mul]
    congr 1
    push_cast
    ring
  -- half-angle identity for the phases gained by stepping to the two neighbours
  have hs : 2 - ZMod.stdAddChar k - (ZMod.stdAddChar k)⁻¹ =
      4 * ((Real.sin (k.val * π / N) : ℝ) : ℂ) ^ 2 := by
    rw [hk, Complex.ofReal_sin, Complex.sin, neg_mul, Complex.exp_neg, ← inv_pow]
    have h := inv_mul_cancel₀ (Complex.exp_ne_zero (((k.val * π / N : ℝ) : ℂ) * Complex.I))
    generalize Complex.exp (((k.val * π / N : ℝ) : ℂ) * Complex.I) = e at h ⊢
    linear_combination (-(e⁻¹ - e) ^ 2) * Complex.I_sq - 2 * h
  funext j
  have h1 : ZMod.stdAddChar ((j + 1) * k) =
      ZMod.stdAddChar (j * k) * ZMod.stdAddChar k := by
    rw [add_mul, one_mul, AddChar.map_add_eq_mul]
  have h2 : ZMod.stdAddChar ((j - 1) * k) =
      ZMod.stdAddChar (j * k) * (ZMod.stdAddChar k)⁻¹ := by
    rw [sub_mul, one_mul, sub_eq_add_neg, AddChar.map_add_eq_mul, AddChar.map_neg_eq_inv]
  rw [hessian_mulVec_complex, Pi.smul_apply, smul_eq_mul]
  simp only [mode_eq_char, h1, h2, modeEigenvalue, Complex.ofReal_add, Complex.ofReal_mul,
    Complex.ofReal_pow, Complex.ofReal_ofNat]
  linear_combination ((c : ℂ) ^ 2 * ZMod.stdAddChar (j * k)) * hs
```

A path-integral molecular dynamics code can use this diagonalisation to propagate the free ring polymer, the case $\omega=0$. It transforms positions and momenta to normal modes, often with a fast Fourier transform, advances each mode exactly at frequency $2|c\sin(k\pi/N)|$, and transforms back. Forces from the physical potential are applied in a separate step. With normalised modes, the $k=0$ coordinate is $\sqrt N$ times the centroid $\frac1N\sum_jq_j$, a factor to watch when comparing codes.

## The determinant

Put the modes into the columns of a matrix, $F_{jk}=u^{(k)}_j$, and let $\Lambda$ be the diagonal matrix of the $\lambda_k$. Orthogonality reads $F^\dagger F=N\,\mathbb 1$, so $\det F\ne0$. The eigenvalue equations together read $MF=F\Lambda$. Taking determinants,

$$\det M\,\det F=\det F\prod_k\lambda_k,\qquad\text{hence}\qquad\det M=\prod_k\lambda_k.$$

These steps are `hF`, `hdet` and `hMF`. The calculation takes place over the complex numbers, and the last lines carry the equality back to the reals. The product runs over all $N$ wavenumbers, so equal eigenvalues are counted as often as they occur.

```lean
/-- The determinant of the ring-polymer Hessian is the product of `ω² + 4c² sin²(kπ/N)` over
all `N` modes. -/
theorem det_hessian (ω c : ℝ) :
    (hessian N ω c).det = ∏ k : ZMod N, modeEigenvalue ω c k := by
  let F : Matrix (ZMod N) (ZMod N) ℂ := Matrix.of fun j k => mode k j
  have hF : Fᴴ * F = (N : ℂ) • (1 : Matrix (ZMod N) (ZMod N) ℂ) := by
    ext k l
    have h := mode_orthogonal k l
    simp only [dotProduct, Pi.star_apply] at h
    simp only [Matrix.mul_apply, Matrix.conjTranspose_apply, F, Matrix.of_apply, h,
      Matrix.smul_apply, Matrix.one_apply, smul_eq_mul, mul_ite, mul_one, mul_zero]
  -- orthogonality makes the matrix of modes invertible
  have hdet : F.det ≠ 0 := by
    intro h0
    have h := congrArg Matrix.det hF
    rw [Matrix.det_mul, h0, mul_zero, Matrix.det_smul, Matrix.det_one, mul_one] at h
    exact pow_ne_zero _ (Nat.cast_ne_zero.mpr (NeZero.ne N)) h.symm
  have hMF : (hessian N ω c).map Complex.ofReal * F =
      F * Matrix.diagonal (fun k => ((modeEigenvalue ω c k : ℝ) : ℂ)) := by
    ext j k
    rw [Matrix.mul_diagonal]
    exact (congrFun (hessian_mulVec_mode ω c k) j).trans (mul_comm _ _)
  have h := congrArg Matrix.det hMF
  rw [Matrix.det_mul, Matrix.det_mul, Matrix.det_diagonal, mul_comm F.det] at h
  have hc : (((hessian N ω c).det : ℝ) : ℂ) = ((hessian N ω c).map Complex.ofReal).det :=
    Complex.ofRealHom.map_det _
  apply Complex.ofReal_injective
  rw [hc, Complex.ofReal_prod]
  exact mul_right_cancel₀ hdet h
```

For three beads with $\omega=c=1$, we have $\sin^2(\pi/3)=\sin^2(2\pi/3)=\tfrac34$. The eigenvalues are $1,4,4$ and their product is $16$. Expanding the matrix directly along its first row gives

$$\det\begin{pmatrix}3&-1&-1\\-1&3&-1\\-1&-1&3\end{pmatrix}=3\cdot8-4-4=16.$$

When $\omega\ne0$, this determinant enters the Gaussian integral over bead positions as $(\det M)^{-1/2}$.

## The mode that stretches no spring

Suppose $c\ne0$, which for the thermal ring polymer means nonzero temperature. If $k\ne0$, its representative satisfies $0<k<N$, so $0<k\pi/N<\pi$ and the sine is positive. Then $\lambda_k>\omega^2$. For $k=0$ the sine vanishes and $\lambda_0=\omega^2$. With $c=0$ all the eigenvalues would equal $\omega^2$.

```lean
/-- For springs of nonzero strength, only the mode `k = 0` has eigenvalue `ω²`. -/
theorem modeEigenvalue_eq_iff (ω : ℝ) {c : ℝ} (hc : c ≠ 0) (k : ZMod N) :
    modeEigenvalue ω c k = ω ^ 2 ↔ k = 0 := by
  constructor
  · intro h
    by_contra hk
    have hk' : (0 : ℝ) < k.val :=
      Nat.cast_pos.mpr (Nat.pos_of_ne_zero fun h0 => hk ((ZMod.val_eq_zero k).mp h0))
    have hlt : (k.val : ℝ) < N := Nat.cast_lt.mpr (ZMod.val_lt k)
    have hN : (0 : ℝ) < N := hk'.trans hlt
    -- the angle lies strictly between 0 and π
    have hs : 0 < Real.sin (k.val * π / N) := by
      apply Real.sin_pos_of_pos_of_lt_pi (div_pos (mul_pos hk' Real.pi_pos) hN)
      rw [div_lt_iff₀ hN]
      nlinarith [mul_pos Real.pi_pos (sub_pos.mpr hlt)]
    have hp : 0 < 4 * c ^ 2 * Real.sin (k.val * π / N) ^ 2 :=
      mul_pos (by positivity) (pow_pos hs 2)
    unfold modeEigenvalue at h
    linarith
  · rintro rfl
    simp [modeEigenvalue]
```

The same fact can be stated for real bead positions, without reference to modes. Suppose $Mq=\omega^2q$. Setting $h=q$ in the bilinear form gives

$$\omega^2\sum_jq_j^2=\omega^2\sum_jq_j^2+c^2\sum_j(q_{j+1}-q_j)^2.$$

Since $c\ne0$, the sum of squares on the right vanishes, and so does each of its terms. Thus $q_{j+1}=q_j$ for every $j$, and induction around the ring gives $q_j=q_0$. Conversely, if all beads coincide, the spring part of $(Mq)_j$ cancels and $\omega^2q_j$ remains. The real solutions are exactly the configurations in which the ring polymer has collapsed to a point, including the zero vector.

```lean
/-- For springs of nonzero strength, real bead positions satisfy `Mq = ω²q` exactly when all
beads coincide. -/
theorem hessian_centroid_iff (ω : ℝ) {c : ℝ} (hc : c ≠ 0) (q : ZMod N → ℝ) :
    hessian N ω c *ᵥ q = ω ^ 2 • q ↔ ∀ j, q j = q 0 := by
  constructor
  · intro h
    have hb := dotProduct_hessian ω c q q
    rw [h, dotProduct_smul, smul_eq_mul] at hb
    simp only [dotProduct] at hb
    -- no energy is left for the springs
    have h0 : c ^ 2 * ∑ j, (q (j + 1) - q j) * (q (j + 1) - q j) = 0 := by linarith
    have hS := (mul_eq_zero.mp h0).resolve_left (pow_ne_zero 2 hc)
    have hz := (Finset.sum_eq_zero_iff_of_nonneg fun j _ => mul_self_nonneg _).mp hS
    have step (j : ZMod N) : q (j + 1) = q j :=
      sub_eq_zero.mp (mul_self_eq_zero.mp (hz j (Finset.mem_univ j)))
    have hn (n : ℕ) : q (n : ZMod N) = q 0 := by
      induction n with
      | zero => rw [Nat.cast_zero]
      | succ n ih => rw [Nat.cast_succ, step, ih]
    intro j
    have hj := hn j.val
    rwa [ZMod.natCast_zmod_val] at hj
  · intro h
    funext j
    rw [hessian_mulVec, Pi.smul_apply, smul_eq_mul, h (j + 1), h (j - 1), h j]
    ring

end

end RingPolymer
```

```lean
#print axioms RingPolymer.energy_expansion
-- 'RingPolymer.energy_expansion' depends on axioms: [propext, Classical.choice, Quot.sound]
#print axioms RingPolymer.det_hessian
-- 'RingPolymer.det_hessian' depends on axioms: [propext, Classical.choice, Quot.sound]
#print axioms RingPolymer.modeEigenvalue_eq_iff
-- 'RingPolymer.modeEigenvalue_eq_iff' depends on axioms: [propext, Classical.choice, Quot.sound]
#print axioms RingPolymer.hessian_centroid_iff
-- 'RingPolymer.hessian_centroid_iff' depends on axioms: [propext, Classical.choice, Quot.sound]
```
